# The minimum over two merging geminals tends to that over g(0) and g′(0) if these are independent

Two geminals g(0) and g(h) merge as h → 0. Let J(x) = ⟨x,Ax⟩ + 2⟨b,x⟩ with A bounded, symmetric and positive definite. If g(0) and the derivative g′(0) are linearly independent, the minimum of J over the span of g(0) and g(h) tends to the minimum over the span of g(0) and g′(0). The minimum of J over a subspace is modelled as an infimum, `minEnergy`. Lean assigns this a value even when no minimum exists, so attainment is proved separately, in (j).

```lean
import Mathlib

open Filter Topology

namespace NearlyEqualGeminals

noncomputable section

variable {E : Type*} [NormedAddCommGroup E] [InnerProductSpace ℝ E]
```

The functions lie in a real inner product space E of any dimension. A is bounded, symmetric and positive definite. It stands for a zeroth-order Hamiltonian minus its reference energy, acting on functions orthogonal to the reference, where it is positive if every excitation costs energy; boundedness is an idealisation.

```lean
/-- The operator `A` is symmetric and `⟨x, A x⟩` is positive for every nonzero `x`. -/
def IsPosDef (A : E →L[ℝ] E) : Prop :=
  (∀ x y, inner ℝ (A x) y = inner ℝ x (A y)) ∧ ∀ x, x ≠ 0 → 0 < inner ℝ x (A x)
```

With b the perturbation applied to the reference and projected onto the functions orthogonal to it, J has the form of the Hylleraas functional for a second-order pair energy.

```lean
/-- The quadratic functional `J(x) = ⟨x, A x⟩ + 2 ⟨b, x⟩`. -/
def energy (A : E →L[ℝ] E) (b x : E) : ℝ := inner ℝ x (A x) + 2 * inner ℝ b x

/-- The infimum of `J` over a subspace `S`. -/
def minEnergy (A : E →L[ℝ] E) (b : E) (S : Submodule ℝ E) : ℝ :=
  sInf (energy A b '' (S : Set E))
```

Write D(u,v) for `pairDet A u v`.

```lean
/-- The determinant of the two-by-two matrix of a symmetric `A` in the basis `u, v`. -/
def pairDet (A : E →L[ℝ] E) (u v : E) : ℝ :=
  inner ℝ u (A u) * inner ℝ v (A v) - inner ℝ u (A v) ^ 2
```

Write c(u,v) for `coeff A b u v`, the coefficient of the second function, v. The coefficient of u is then c(v,u).

```lean
/-- The coefficient of `v` in the optimal combination of `u` and `v`, by Cramer's rule;
it is meant for pairs with nonzero determinant. -/
def coeff (A : E →L[ℝ] E) (b u v : E) : ℝ :=
  (inner ℝ u (A v) * inner ℝ b u - inner ℝ u (A u) * inner ℝ b v) / pairDet A u v

/-- The optimal combination of `u` and `v`, for pairs with nonzero determinant. -/
def optimal (A : E →L[ℝ] E) (b u v : E) : E := coeff A b v u • u + coeff A b u v • v
```

The curve g(h) stands for a geminal whose exponent is shifted by h, projected onto the functions orthogonal to the reference. `HasDerivAt g g' 0` says that g′ is its derivative at 0.

### (a) Exchanging two functions

Show that

⟨v,Au⟩ = ⟨u,Av⟩.

Symmetry of A gives ⟨v,Au⟩ = ⟨Av,u⟩, and the real inner product commutes.

```lean
/-- Matrix elements of a positive definite operator are symmetric. -/
theorem IsPosDef.swap {A : E →L[ℝ] E} (hA : IsPosDef A) (u v : E) :
    inner ℝ v (A u) = inner ℝ u (A v) :=
  (hA.1 v u).symm.trans (real_inner_comm _ _)
```

### (b) A determinant test for independence

Show that

D(u,v) > 0 ⇔ u, v are linearly independent.

Put p = ⟨u,Au⟩, q = ⟨u,Av⟩, r = ⟨v,Av⟩, so D = pr − q². If su + tv = 0, applying A and projecting on u and v gives sp + tq = 0 and sq + tr = 0. Elimination (`linear_combination`) gives sD = tD = 0, so D > 0 forces s = t = 0.

Conversely, independence gives u ≠ 0, p > 0 and w = −qu + pv ≠ 0. Then

0 < ⟨w,Aw⟩ = pq² − 2pq² + p²r = pD,

so D > 0.

```lean
/-- For positive definite `A`, the determinant of a pair is positive exactly when the two
functions are linearly independent. -/
theorem pairDet_pos_iff {A : E →L[ℝ] E} (hA : IsPosDef A) (u v : E) :
    0 < pairDet A u v ↔ LinearIndependent ℝ ![u, v] := by
  have hs := hA.swap u v
  rw [LinearIndependent.pair_iff]
  constructor
  · intro hD s t h
    have h1 := congrArg (fun x => inner ℝ u (A x)) h
    have h2 := congrArg (fun x => inner ℝ v (A x)) h
    simp only [map_add, map_smul, inner_add_right, real_inner_smul_right, map_zero,
      inner_zero_right, hs] at h1 h2
    have e1 : s * pairDet A u v = 0 := by
      unfold pairDet
      linear_combination inner ℝ v (A v) * h1 - inner ℝ u (A v) * h2
    have e2 : t * pairDet A u v = 0 := by
      unfold pairDet
      linear_combination inner ℝ u (A u) * h2 - inner ℝ u (A v) * h1
    exact ⟨(mul_eq_zero.mp e1).resolve_right hD.ne', (mul_eq_zero.mp e2).resolve_right hD.ne'⟩
  · intro h
    have hu : u ≠ 0 := fun hu => one_ne_zero (h 1 0 (by simp [hu])).1
    have hp := hA.2 u hu
    -- test positivity on a multiple of the part of `v` that is `A`-orthogonal to `u`
    have hw : (-inner ℝ u (A v)) • u + (inner ℝ u (A u)) • v ≠ 0 :=
      fun hw => hp.ne' (h _ _ hw).2
    have hq := hA.2 _ hw
    simp only [map_add, map_smul, inner_add_left, inner_add_right, real_inner_smul_left,
      real_inner_smul_right, hs] at hq
    have e : 0 < inner ℝ u (A u) * pairDet A u v := by
      unfold pairDet
      nlinarith [hq]
    exact (mul_pos_iff_of_pos_left hp).mp e
```

### (c) The optimal combination

For independent u, v, show that

min J over span(u,v) = J(x₀), x₀ = c(v,u)u + c(u,v)v.

With p, q, r as in (b), Cramer's rule reads

c(v,u) = (q⟨b,v⟩ − r⟨b,u⟩)/D, c(u,v) = (q⟨b,u⟩ − p⟨b,v⟩)/D.

Substitution verifies the Galerkin equations (`n1`, `n2`):

p c(v,u) + q c(u,v) = −⟨b,u⟩

q c(v,u) + r c(u,v) = −⟨b,v⟩

They say that ⟨y,Ax₀⟩ + ⟨b,y⟩ = 0 for every y in the span. For x = x₀ + y in the span,

J(x) = J(x₀) + 2(⟨y,Ax₀⟩ + ⟨b,y⟩) + ⟨y,Ay⟩ = J(x₀) + ⟨y,Ay⟩ ≥ J(x₀).

`IsLeast` records that J(x₀) is a value on the span and a lower bound there.

```lean
/-- For positive definite `A` and independent `u, v`, the functional `J` attains its minimum
over their span at the optimal combination. -/
theorem isLeast_optimal {A : E →L[ℝ] E} (hA : IsPosDef A) (b : E) {u v : E}
    (h : LinearIndependent ℝ ![u, v]) :
    IsLeast (energy A b '' (Submodule.span ℝ {u, v} : Set E)) (energy A b (optimal A b u v)) := by
  have hs := hA.swap u v
  have hD : pairDet A u v ≠ 0 := ((pairDet_pos_iff hA u v).2 h).ne'
  have hDs : pairDet A v u = pairDet A u v := by unfold pairDet; rw [hs]; ring
  have hdef : pairDet A u v =
    inner ℝ u (A u) * inner ℝ v (A v) - inner ℝ u (A v) ^ 2 := rfl
  have c2 : coeff A b u v * pairDet A u v =
      inner ℝ u (A v) * inner ℝ b u - inner ℝ u (A u) * inner ℝ b v := div_mul_cancel₀ _ hD
  have c1 : coeff A b v u * pairDet A u v =
      inner ℝ u (A v) * inner ℝ b v - inner ℝ v (A v) * inner ℝ b u := by
    rw [← hs, ← hDs]
    exact div_mul_cancel₀ _ (hDs ▸ hD)
  -- the Galerkin equations
  have n1 : inner ℝ u (A u) * coeff A b v u + inner ℝ u (A v) * coeff A b u v
      = -inner ℝ b u := by
    apply mul_right_cancel₀ hD
    linear_combination inner ℝ u (A u) * c1 + inner ℝ u (A v) * c2 + inner ℝ b u * hdef
  have n2 : inner ℝ u (A v) * coeff A b v u + inner ℝ v (A v) * coeff A b u v
      = -inner ℝ b v := by
    apply mul_right_cancel₀ hD
    linear_combination inner ℝ u (A v) * c1 + inner ℝ v (A v) * c2 + inner ℝ b v * hdef
  refine ⟨⟨_, Submodule.mem_span_pair.2 ⟨_, _, rfl⟩, rfl⟩, ?_⟩
  rintro _ ⟨x, hx, rfl⟩
  obtain ⟨a, c, rfl⟩ := Submodule.mem_span_pair.1 hx
  have hpos : ∀ w, 0 ≤ inner ℝ w (A w) := by
    intro w
    rcases eq_or_ne w 0 with hw | hw
    · simp [hw]
    · exact (hA.2 w hw).le
  -- complete the square around the optimal combination
  have hQ := hpos ((a - coeff A b v u) • u + (c - coeff A b u v) • v)
  have e : energy A b (a • u + c • v) = energy A b (optimal A b u v) +
      inner ℝ ((a - coeff A b v u) • u + (c - coeff A b u v) • v)
        (A ((a - coeff A b v u) • u + (c - coeff A b u v) • v)) := by
    simp only [energy, optimal, map_add, map_smul, inner_add_left, inner_add_right,
      real_inner_smul_left, real_inner_smul_right, hs]
    linear_combination 2 * (a - coeff A b v u) * n1 + 2 * (c - coeff A b u v) * n2
  linarith
```

### (d) A change of basis

For h ≠ 0, show that

span(u, u + hd) = span(u,d).

The two inclusions are

au + c(u + hd) = (a + c)u + ch d,

au + cd = (a − c/h)u + (c/h)(u + hd).

```lean
/-- For `h ≠ 0`, the pairs `u, u + h d` and `u, d` span the same space. -/
theorem span_shift {h : ℝ} (hh : h ≠ 0) (u d : E) :
    Submodule.span ℝ {u, u + h • d} = Submodule.span ℝ {u, d} := by
  ext x
  simp only [Submodule.mem_span_pair]
  constructor
  · rintro ⟨a, c, rfl⟩
    exact ⟨a + c, c * h, by module⟩
  · rintro ⟨a, c, rfl⟩
    refine ⟨a - c / h, c / h, ?_⟩
    rw [smul_add, smul_smul, div_mul_cancel₀ _ hh]
    module
```

### (e) Scaling of the determinant

Show that

D(u, u + hd) = h² D(u,d).

Now let q = ⟨u,Ad⟩ and r = ⟨d,Ad⟩. Expanding, as `simp` and `ring` do,

p(p + 2hq + h²r) − (p + hq)² = h²(pr − q²).

```lean
/-- For positive definite `A`, replacing `d` by `u + h d` multiplies the determinant by `h²`. -/
theorem pairDet_shift {A : E →L[ℝ] E} (hA : IsPosDef A) (h : ℝ) (u d : E) :
    pairDet A u (u + h • d) = h ^ 2 * pairDet A u d := by
  simp only [pairDet, map_add, map_smul, inner_add_left, inner_add_right,
    real_inner_smul_left, real_inner_smul_right, hA.swap u d]
  ring
```

### (f) The difference quotient

For h ≠ 0 let d(h) = (g(h) − g(0))/h. Show that

d(h) → g′(0), g(h) = g(0) + h d(h).

The first is the definition of the derivative, the second a rearrangement.

```lean
/-- The difference quotient of `g` at `0` tends to the derivative `g'`, and for `h ≠ 0` the value
`g h` is recovered from it. -/
private theorem quotient_facts {g : ℝ → E} {g' : E} (hg : HasDerivAt g g' 0) :
    Tendsto (fun h : ℝ => h⁻¹ • (g h - g 0)) (𝓝[≠] 0) (𝓝 g') ∧
      ∀ h : ℝ, h ≠ 0 → g h = g 0 + h • (h⁻¹ • (g h - g 0)) := by
  refine ⟨by simpa using hasDerivAt_iff_tendsto_slope_zero.mp hg, fun h hh => ?_⟩
  rw [smul_inv_smul₀ hh]
  abel
```

### (g) Continuity of the determinant

Show that, as w → v,

D(u,w) → D(u,v).

A is bounded, so the inner products in D are continuous in w.

```lean
private theorem continuous_pairDet (A : E →L[ℝ] E) (u : E) :
    Continuous (fun v => pairDet A u v) := by
  unfold pairDet
  fun_prop
```

### (h) Continuity of the coefficient

If D(u,v) ≠ 0, show that, as w → v,

c(u,w) → c(u,v).

This is a quotient of continuous functions with non-zero denominator at v.

```lean
private theorem continuousAt_coeff (A : E →L[ℝ] E) (b u : E) {v : E}
    (hv : pairDet A u v ≠ 0) : ContinuousAt (fun w => coeff A b u w) v := by
  unfold coeff
  exact ContinuousAt.div (Continuous.continuousAt (by fun_prop))
    (continuous_pairDet A u).continuousAt hv
```

### (i) How fast the overlap matrix becomes singular

Let G(u,v) = ‖u‖²‖v‖² − ⟨u,v⟩². For independent g(0), g′(0), show that

G(g(0),g(h))/h² → G(g(0),g′(0)) > 0.

G is D for A = 1. By (e) and (f) the left side equals G(g(0),d(h)), which converges by (g); (b) gives positivity. For normalised geminals with overlap S, dividing by the norms gives (1 − S²)/h² → G(g(0),g′(0))/‖g(0)‖⁴.

```lean
/-- If `g(0)` and `g'(0)` are independent, the overlap Gram determinant of `g(0), g(h)` divided
by `h²` tends to the Gram determinant of `g(0), g'(0)`, which is positive. -/
theorem gram_det_quadratic {g : ℝ → E} {g' : E} (hg : HasDerivAt g g' 0)
    (hi : LinearIndependent ℝ ![g 0, g']) :
    Tendsto (fun h : ℝ => (‖g 0‖ ^ 2 * ‖g h‖ ^ 2 - inner ℝ (g 0) (g h) ^ 2) / h ^ 2)
      (𝓝[≠] 0) (𝓝 (‖g 0‖ ^ 2 * ‖g'‖ ^ 2 - inner ℝ (g 0) g' ^ 2)) ∧
    0 < ‖g 0‖ ^ 2 * ‖g'‖ ^ 2 - inner ℝ (g 0) g' ^ 2 := by
  have hI : IsPosDef (ContinuousLinearMap.id ℝ E) :=
    ⟨fun _ _ => rfl, fun x hx => real_inner_self_pos.2 hx⟩
  have hdet : ∀ u v : E, pairDet (ContinuousLinearMap.id ℝ E) u v =
      ‖u‖ ^ 2 * ‖v‖ ^ 2 - inner ℝ u v ^ 2 := by
    intro u v
    rw [← real_inner_self_eq_norm_sq, ← real_inner_self_eq_norm_sq]
    rfl
  simp only [← hdet]
  refine ⟨?_, (pairDet_pos_iff hI _ _).2 hi⟩
  obtain ⟨hd, hgd⟩ := quotient_facts hg
  refine (((continuous_pairDet _ (g 0)).tendsto g').comp hd).congr' ?_
  filter_upwards [self_mem_nhdsWithin] with h hh
  have hh' : h ≠ 0 := hh
  have e := pairDet_shift hI h (g 0) (h⁻¹ • (g h - g 0))
  rw [← hgd h hh'] at e
  rw [e, mul_div_cancel_left₀ _ (pow_ne_zero 2 hh')]
  rfl
```

### (j) Convergence of the minimum

For independent g(0), g′(0), show that, as h → 0 with h ≠ 0,

min J over span(g(0),g(h)) → min J over span(g(0),g′(0)),

with the right minimum attained, and the left one for all small h ≠ 0 (`∀ᶠ h in 𝓝[≠] (0 : ℝ)`).

By (g), D(g(0),d(h)) tends to D(g(0),g′(0)) > 0, so g(0), d(h) are independent for small h ≠ 0 (`hev`). By (d) they span the same space as g(0), g(h) (`hspan`), and (c) gives the minimum there as J at the optimal combination of g(0) and d(h). Both coefficients are continuous at g′(0), since D(v,u) = D(u,v), and J is continuous. Letting d(h) → g′(0) gives the limit.

For bounded A and independent g(0), g′(0), the exact minimum therefore has a finite limit as the two geminals merge, although their overlap matrix becomes singular.

```lean
/-- Let `A` be positive definite and `g(0), g'(0)` independent. As `h → 0`, `h ≠ 0`, the minimum
of `J` over the span of `g(0), g(h)` tends to that over the span of `g(0), g'(0)`; the minima are
attained, the former for all small `h ≠ 0`. -/
theorem tendsto_minEnergy {A : E →L[ℝ] E} (hA : IsPosDef A) (b : E) {g : ℝ → E} {g' : E}
    (hg : HasDerivAt g g' 0) (hi : LinearIndependent ℝ ![g 0, g']) :
    (∀ᶠ h in 𝓝[≠] (0 : ℝ), IsLeast (energy A b '' (Submodule.span ℝ {g 0, g h} : Set E))
      (minEnergy A b (Submodule.span ℝ {g 0, g h}))) ∧
    IsLeast (energy A b '' (Submodule.span ℝ {g 0, g'} : Set E))
      (minEnergy A b (Submodule.span ℝ {g 0, g'})) ∧
    Tendsto (fun h => minEnergy A b (Submodule.span ℝ {g 0, g h})) (𝓝[≠] 0)
      (𝓝 (minEnergy A b (Submodule.span ℝ {g 0, g'}))) := by
  obtain ⟨hd, hgd⟩ := quotient_facts hg
  have hD := (pairDet_pos_iff hA _ _).2 hi
  have hmin : ∀ v, LinearIndependent ℝ ![g 0, v] →
      minEnergy A b (Submodule.span ℝ {g 0, v}) = energy A b (optimal A b (g 0) v) :=
    fun v hv => (isLeast_optimal hA b hv).csInf_eq
  -- near the limit, `g 0` and the difference quotient stay independent
  have hev : ∀ᶠ h in 𝓝[≠] (0 : ℝ), LinearIndependent ℝ ![g 0, h⁻¹ • (g h - g 0)] := by
    have ht := ((continuous_pairDet A (g 0)).tendsto g').comp hd
    filter_upwards [ht.eventually (lt_mem_nhds hD)] with h hh
    exact (pairDet_pos_iff hA _ _).1 hh
  have hspan : ∀ h : ℝ, h ≠ 0 → Submodule.span ℝ {g 0, g h} =
      Submodule.span ℝ {g 0, h⁻¹ • (g h - g 0)} := by
    intro h hh
    have e := span_shift hh (g 0) (h⁻¹ • (g h - g 0))
    rwa [← hgd h hh] at e
  refine ⟨?_, ?_, ?_⟩
  · filter_upwards [hev, self_mem_nhdsWithin] with h hl hh
    rw [hspan h hh, hmin _ hl]
    exact isLeast_optimal hA b hl
  · rw [hmin _ hi]
    exact isLeast_optimal hA b hi
  · -- the minimum depends continuously on the second basis function
    have hsym : ∀ v, coeff A b v (g 0) = (inner ℝ v (A (g 0)) * inner ℝ b v -
        inner ℝ v (A v) * inner ℝ b (g 0)) / pairDet A (g 0) v := by
      intro v
      unfold coeff pairDet
      rw [hA.swap (g 0) v, mul_comm (inner ℝ v (A v)) (inner ℝ (g 0) (A (g 0)))]
    have hc1 : ContinuousAt (fun v => coeff A b v (g 0)) g' := by
      simp only [hsym]
      exact ContinuousAt.div (Continuous.continuousAt (by fun_prop))
        (continuous_pairDet A (g 0)).continuousAt hD.ne'
    have hc2 := continuousAt_coeff A b (g 0) hD.ne'
    have ho : ContinuousAt (fun v => optimal A b (g 0) v) g' := by
      unfold optimal
      exact (hc1.smul continuousAt_const).add (hc2.smul continuousAt_id)
    have hJ : Continuous (fun x => energy A b x) := by
      unfold energy
      fun_prop
    rw [hmin _ hi]
    refine (((hJ.tendsto _).comp ho.tendsto).comp hd).congr' ?_
    filter_upwards [hev, self_mem_nhdsWithin] with h hl hh
    rw [hspan h hh, hmin _ hl]
    rfl
```

### (k) Growth of the coefficient

Under the same hypotheses, show that

h c(g(0),g(h)) → c(g(0),g′(0)).

The numerator of c(u, u + hd) is

(p + hq)⟨b,u⟩ − p(⟨b,u⟩ + h⟨b,d⟩) = h(q⟨b,u⟩ − p⟨b,d⟩),

and its denominator is h²D(u,d). Hence h c(u, u + hd) = c(u,d); put d = d(h) and use (h). If the limit is non-zero, the magnitude of the coefficient of g(h) grows as 1/|h|.

```lean
/-- For positive definite `A` and independent `g(0), g'(0)`, `h` times the optimal coefficient of
`g(h)` tends to the optimal coefficient of `g'(0)` in the limiting basis. -/
theorem tendsto_scaled_coeff {A : E →L[ℝ] E} (hA : IsPosDef A) (b : E) {g : ℝ → E} {g' : E}
    (hg : HasDerivAt g g' 0) (hi : LinearIndependent ℝ ![g 0, g']) :
    Tendsto (fun h => h * coeff A b (g 0) (g h)) (𝓝[≠] 0) (𝓝 (coeff A b (g 0) g')) := by
  obtain ⟨hd, hgd⟩ := quotient_facts hg
  have hD := (pairDet_pos_iff hA _ _).2 hi
  refine ((continuousAt_coeff A b (g 0) hD.ne').tendsto.comp hd).congr' ?_
  filter_upwards [self_mem_nhdsWithin] with h hh
  have hh' : h ≠ 0 := hh
  have key : ∀ u d : E, h * coeff A b u (u + h • d) = coeff A b u d := by
    intro u d
    have hn : h * (inner ℝ u (A (u + h • d)) * inner ℝ b u -
        inner ℝ u (A u) * inner ℝ b (u + h • d)) =
        h ^ 2 * (inner ℝ u (A d) * inner ℝ b u - inner ℝ u (A u) * inner ℝ b d) := by
      simp only [map_add, map_smul, inner_add_right, real_inner_smul_right]
      ring
    unfold coeff
    rw [pairDet_shift hA, ← mul_div_assoc, hn, mul_div_mul_left _ _ (pow_ne_zero 2 hh')]
  have e := key (g 0) (h⁻¹ • (g h - g 0))
  rw [← hgd h hh'] at e
  exact e.symm
```

### (l) A curve with vanishing derivative

In ℂ as a real plane, take A = 1, b = −i, g(h) = 1 + h²i. Show that g′(0) = 0 and

min J over span(g(0),g(h)) = −1 for h ≠ 0,

min J over span(g(0),g′(0)) = 0.

For z = x + iy, J(z) = x² + (y − 1)² − 1. For h ≠ 0 the span is the whole plane, with minimum −1 at z = i. For the limiting pair it is the real axis, where J = x². So independence of g(0) and g(h) for every h ≠ 0 does not suffice in (j), even for polynomial g.

```lean
/-- In the complex plane over the reals, take `A = 1`, `b = -i` and `g(h) = 1 + h² i`, so that
`g'(0) = 0`. The minimum over the span of `g(0), g(h)` is `-1` for every `h ≠ 0`, but over the
span of `g(0), g'(0)` it is `0`. -/
theorem independence_needed :
    HasDerivAt (fun h : ℝ => (1 : ℂ) + h ^ 2 • Complex.I) 0 0 ∧
    (∀ h : ℝ, h ≠ 0 → IsLeast (energy (ContinuousLinearMap.id ℝ ℂ) (-Complex.I) ''
      (Submodule.span ℝ {(1 : ℂ), 1 + h ^ 2 • Complex.I} : Set ℂ)) (-1)) ∧
    IsLeast (energy (ContinuousLinearMap.id ℝ ℂ) (-Complex.I) ''
      (Submodule.span ℝ {(1 : ℂ), 0} : Set ℂ)) 0 := by
  have hJ : ∀ z : ℂ, energy (ContinuousLinearMap.id ℝ ℂ) (-Complex.I) z =
      z.re ^ 2 + z.im ^ 2 - 2 * z.im := by
    intro z
    simp only [energy, ContinuousLinearMap.id_apply, Complex.inner, Complex.mul_re,
      Complex.conj_re, Complex.conj_im, Complex.neg_re, Complex.neg_im, Complex.I_re,
      Complex.I_im]
    ring
  refine ⟨?_, fun h hh => ?_, ?_⟩
  · exact (((hasDerivAt_pow 2 (0 : ℝ)).smul_const Complex.I).const_add 1).congr_deriv (by simp)
  · rw [span_shift (pow_ne_zero 2 hh)]
    refine ⟨⟨Complex.I, Submodule.subset_span (by simp), ?_⟩, ?_⟩
    · rw [hJ, Complex.I_re, Complex.I_im]
      norm_num
    · rintro _ ⟨z, _, rfl⟩
      rw [hJ]
      nlinarith [sq_nonneg z.re, sq_nonneg (z.im - 1)]
  · refine ⟨⟨0, Submodule.zero_mem _, by rw [hJ]; simp⟩, ?_⟩
    rintro _ ⟨z, hz, rfl⟩
    obtain ⟨a, c, rfl⟩ := Submodule.mem_span_pair.1 hz
    have him : (a • (1 : ℂ) + c • (0 : ℂ)).im = 0 := by simp
    rw [hJ, him]
    nlinarith [sq_nonneg (a • (1 : ℂ) + c • (0 : ℂ)).re]

end

end NearlyEqualGeminals
```

```lean
#print axioms NearlyEqualGeminals.gram_det_quadratic
#print axioms NearlyEqualGeminals.tendsto_minEnergy
#print axioms NearlyEqualGeminals.tendsto_scaled_coeff
#print axioms NearlyEqualGeminals.independence_needed
```

```
'NearlyEqualGeminals.gram_det_quadratic' depends on axioms: [propext, Classical.choice, Quot.sound]
'NearlyEqualGeminals.tendsto_minEnergy' depends on axioms: [propext, Classical.choice, Quot.sound]
'NearlyEqualGeminals.tendsto_scaled_coeff' depends on axioms: [propext, Classical.choice, Quot.sound]
'NearlyEqualGeminals.independence_needed' depends on axioms: [propext, Classical.choice, Quot.sound]
```
